# Spherium for $D>1$: $1+gu$ is an exact solution only at the radius $4R^2=(2D-1)(D-1)$

For real $D>1$ and $R>0$, the function $\psi(u)=1+gu$ with real slope $g$ satisfies
$$\Big(\frac{u^2}{4R^2}-1\Big)\psi''+\Big(\frac{(2D-1)u}{4R^2}-\frac{D-1}{u}\Big)\psi'+\frac{\psi}{u}=E\psi\qquad(0<u<2R)$$
with real energy $E$ if and only if $g=E=1/(D-1)$ and $4R^2=(2D-1)(D-1)$. For integer $D$ this is, in atomic units, the equation of spherium: two electrons on a $D$-dimensional sphere of radius $R$ ($D=2$ is the ordinary spherical surface) that repel each other as $1/u$, with a wave function that depends only on their straight-line distance $u$.

```lean
import Mathlib

open Set

namespace Spherium

noncomputable section

/-- The operator of relative motion of two electrons on a `D`-sphere of radius `R`,
acting on a function `ψ` of the interelectronic distance `u`. -/
def hamiltonian (D R : ℝ) (ψ : ℝ → ℝ) (u : ℝ) : ℝ :=
  (u ^ 2 / (4 * R ^ 2) - 1) * deriv (deriv ψ) u
    + ((2 * D - 1) * u / (4 * R ^ 2) - (D - 1) / u) * deriv ψ u + ψ u / u

/-- `ψ` obeys `H ψ = E ψ` at every distance `0 < u < 2R`. -/
def Solves (D R E : ℝ) (ψ : ℝ → ℝ) : Prop :=
  ∀ u ∈ Ioo 0 (2 * R), hamiltonian D R ψ u = E * ψ u

/-- The trial wave function `1 + g u + h u²`. -/
def trial (g h : ℝ) (u : ℝ) : ℝ := 1 + g * u + h * u ^ 2

/-- A `C²` solution obeys the cusp condition `(D-1) ψ'(0) = ψ(0)` at coalescence and
`D ψ'(2R) = (2RE - 1) ψ(2R)` at the largest distance `u = 2R`. -/
theorem boundary_conditions {D R E : ℝ} (hR : 0 < R) {ψ : ℝ → ℝ} (hψ : ContDiff ℝ 2 ψ)
    (hsol : Solves D R E ψ) :
    (D - 1) * deriv ψ 0 = ψ 0 ∧ D * deriv ψ (2 * R) = (2 * R * E - 1) * ψ (2 * R) := by
  have h0 : Continuous ψ := hψ.continuous
  have h2 : ContDiff ℝ (1 + 1) ψ := by
    rw [one_add_one_eq_two]
    exact hψ
  have h1 : ContDiff ℝ 1 (deriv ψ) := (contDiff_succ_iff_deriv.mp h2).2.2
  -- u (Hψ - Eψ) extends continuously to the closed interval
  have hF : ∀ (c : ℝ) (p q : ℝ → ℝ), Continuous p → Continuous q →
      Continuous fun u : ℝ => u * (u ^ 2 * c - 1) * q u
        + ((2 * D - 1) * u ^ 2 * c - (D - 1)) * p u + ψ u - E * u * ψ u := by
    intro c p q hp hq
    fun_prop
  have hz : EqOn (fun u : ℝ => u * (u ^ 2 * (4 * R ^ 2)⁻¹ - 1) * deriv (deriv ψ) u
      + ((2 * D - 1) * u ^ 2 * (4 * R ^ 2)⁻¹ - (D - 1)) * deriv ψ u + ψ u - E * u * ψ u)
      (fun _ => 0) (Ioo 0 (2 * R)) := by
    intro u hu
    have he := hsol u hu
    have hi : u * u⁻¹ = 1 := mul_inv_cancel₀ hu.1.ne'
    unfold hamiltonian at he
    beta_reduce
    linear_combination u * he + ((D - 1) * deriv ψ u - ψ u) * hi
  have hcl := hz.closure (hF _ _ _ h1.continuous (h1.continuous_deriv le_rfl)) continuous_const
  have h2R : (0 : ℝ) < 2 * R := by linarith
  rw [closure_Ioo h2R.ne] at hcl
  have ha := hcl (left_mem_Icc.mpr h2R.le)
  have hb := hcl (right_mem_Icc.mpr h2R.le)
  have hc : (4 * R ^ 2)⁻¹ * (4 * R ^ 2) = 1 := inv_mul_cancel₀ (by positivity)
  beta_reduce at ha hb
  constructor
  · linear_combination (-1 : ℝ) * ha
  · linear_combination hb
      - (2 * R * deriv (deriv ψ) (2 * R) + (2 * D - 1) * deriv ψ (2 * R)) * hc

/-- A cubic in `u` that vanishes on an interval `(0, L)` has all coefficients zero. -/
theorem cubic_coeffs_zero {a b c d L : ℝ} (hL : 0 < L)
    (H : ∀ u ∈ Ioo 0 L, a + b * u + c * u ^ 2 + d * u ^ 3 = 0) :
    a = 0 ∧ b = 0 ∧ c = 0 ∧ d = 0 := by
  obtain ⟨t, rfl⟩ : ∃ t, L = 5 * t := ⟨L / 5, by ring⟩
  have ht : 0 < t := by linarith
  have h1 := H t ⟨ht, by linarith⟩
  have h2 := H (2 * t) ⟨by linarith, by linarith⟩
  have h3 := H (3 * t) ⟨by linarith, by linarith⟩
  have h4 := H (4 * t) ⟨by linarith, by linarith⟩
  -- finite differences on the four equally spaced points
  have hd : d * t ^ 3 = 0 := by linear_combination (h4 - 3 * h3 + 3 * h2 - h1) / 6
  have hc : c * t ^ 2 = 0 := by linear_combination (h1 - 2 * h2 + h3) / 2 - 6 * hd
  have hb : b * t = 0 := by linear_combination h2 - h1 - 3 * hc - 7 * hd
  refine ⟨by linear_combination h1 - hb - hc - hd, (mul_eq_zero.mp hb).resolve_right ht.ne',
    (mul_eq_zero.mp hc).resolve_right (by positivity),
    (mul_eq_zero.mp hd).resolve_right (by positivity)⟩

/-- The first and second derivatives of the trial function are `g + 2 h u` and `2 h`. -/
theorem deriv_trial (g h u : ℝ) :
    deriv (trial g h) u = g + 2 * h * u ∧ deriv (deriv (trial g h)) u = 2 * h := by
  have h1 : deriv (trial g h) = fun v => g + 2 * h * v := by
    funext v
    have hd := (((hasDerivAt_id' v).const_mul g).const_add 1).fun_add
      ((hasDerivAt_pow 2 v).const_mul h)
    have hd' : HasDerivAt (trial g h) (g + 2 * h * v) v :=
      hd.congr_deriv (by ring)
    exact hd'.deriv
  rw [h1]
  refine ⟨rfl, ?_⟩
  exact (((hasDerivAt_id' u).const_mul (2 * h)).const_add g).deriv.trans (mul_one _)

/-- `1 + g u + h u²` solves the equation exactly when four relations among `g, h, E, D, R`
hold, one for each power of `u` in `u (Hψ - Eψ)`. -/
theorem trial_solves_iff {D R : ℝ} (hR : 0 < R) (g h E : ℝ) :
    Solves D R E (trial g h) ↔
      (D - 1) * g = 1 ∧ 2 * D * h = g - E ∧
      h + ((2 * D - 1) / (4 * R ^ 2) - E) * g = 0 ∧ (D / R ^ 2 - E) * h = 0 := by
  have key : ∀ u : ℝ, u ≠ 0 → u * (hamiltonian D R (trial g h) u - E * trial g h u) =
      (1 - (D - 1) * g) + (g - E - 2 * D * h) * u
        + (h + ((2 * D - 1) / (4 * R ^ 2) - E) * g) * u ^ 2
        + ((D / R ^ 2 - E) * h) * u ^ 3 := by
    intro u hu
    have hi : u * u⁻¹ = 1 := mul_inv_cancel₀ hu
    unfold hamiltonian
    rw [(deriv_trial g h u).2, (deriv_trial g h u).1]
    unfold trial
    linear_combination (1 + g * u + h * u ^ 2 - (D - 1) * (g + 2 * h * u)) * hi
  constructor
  · intro hs
    obtain ⟨a, b, c, d⟩ := cubic_coeffs_zero (L := 2 * R) (by linarith) fun u hu => by
      rw [← key u hu.1.ne', hs u hu, sub_self, mul_zero]
    exact ⟨by linarith, by linarith, c, d⟩
  · rintro ⟨a, b, c, d⟩ u hu
    have hk := key u hu.1.ne'
    have h0 : u * (hamiltonian D R (trial g h) u - E * trial g h u) = 0 := by
      linear_combination hk - a - u * b + u ^ 2 * c + u ^ 3 * d
    exact sub_eq_zero.mp ((mul_eq_zero.mp h0).resolve_left hu.1.ne')

/-- For `D > 1`, `ψ = 1 + g u` solves the equation on `(0, 2R)` if and only if
`g = E = 1/(D-1)` and `4R² = (2D-1)(D-1)`. -/
theorem linear_solves_iff {D R : ℝ} (hD : 1 < D) (hR : 0 < R) (g E : ℝ) :
    Solves D R E (fun u => 1 + g * u) ↔
      g = 1 / (D - 1) ∧ E = 1 / (D - 1) ∧ 4 * R ^ 2 = (2 * D - 1) * (D - 1) := by
  have hD1 : D - 1 ≠ 0 := (sub_pos.mpr hD).ne'
  have hR2 : 4 * R ^ 2 ≠ 0 := by positivity
  have ht : (fun u => 1 + g * u) = trial g 0 := by
    funext u
    simp [trial]
  rw [ht, trial_solves_iff hR]
  constructor
  · rintro ⟨h1, h2, h3, -⟩
    have hg : g = 1 / (D - 1) := by
      rw [eq_div_iff hD1]
      linarith
    have hE : E = g := by linarith
    have hg0 : g ≠ 0 := right_ne_zero_of_mul_eq_one h1
    rw [zero_add, hE] at h3
    have h4 := sub_eq_zero.mp ((mul_eq_zero.mp h3).resolve_right hg0)
    rw [div_eq_iff hR2] at h4
    exact ⟨hg, hE.trans hg, by linear_combination (-(D - 1)) * h4 - 4 * R ^ 2 * h1⟩
  · rintro ⟨hg, hE, hr⟩
    have key : (2 * D - 1) / (4 * R ^ 2) = 1 / (D - 1) := by
      rw [div_eq_div_iff hR2 hD1]
      linear_combination (-1 : ℝ) * hr
    rw [key, hg, hE]
    exact ⟨mul_one_div_cancel hD1, by ring, by ring, by ring⟩

/-- For `D > 1` and `h ≠ 0`, `ψ = 1 + g u + h u²` solves the equation if and only if
`g = 1/(D-1)`, `h = (2D+1)/(2D(4D-1)(D-1))`, `E = 2/(4D-1)` and `4R² = 2D(4D-1)`. -/
theorem quadratic_solves_iff {D R : ℝ} (hD : 1 < D) (hR : 0 < R) (g E : ℝ) {h : ℝ}
    (h0 : h ≠ 0) :
    Solves D R E (trial g h) ↔
      g = 1 / (D - 1) ∧ h = (2 * D + 1) / (2 * D * (4 * D - 1) * (D - 1)) ∧
      E = 2 / (4 * D - 1) ∧ 4 * R ^ 2 = 2 * D * (4 * D - 1) := by
  have hD1 : D - 1 ≠ 0 := (sub_pos.mpr hD).ne'
  have hD4 : 4 * D - 1 ≠ 0 := (by linarith : (0 : ℝ) < 4 * D - 1).ne'
  have hK0 : 2 * D * (4 * D - 1) * (D - 1) ≠ 0 :=
    mul_ne_zero (mul_ne_zero (by linarith : (0 : ℝ) < 2 * D).ne' hD4) hD1
  -- abbreviate c = 1/(4R²)
  obtain ⟨c, hc, e1, e2⟩ : ∃ c : ℝ, c * (4 * R ^ 2) = 1 ∧
      (2 * D - 1) / (4 * R ^ 2) = (2 * D - 1) * c ∧ D / R ^ 2 = 4 * D * c :=
    ⟨1 / (4 * R ^ 2), one_div_mul_cancel (by positivity), by ring, by ring⟩
  rw [trial_solves_iff hR, e1, e2, eq_div_iff hD1, eq_div_iff hK0, eq_div_iff hD4]
  constructor
  · rintro ⟨h1, h2, h3, h4⟩
    have hE : E = 4 * D * c := (sub_eq_zero.mp ((mul_eq_zero.mp h4).resolve_right h0)).symm
    have hh : h = (2 * D + 1) * c * g := by linear_combination h3 + g * hE
    have hK : c * (2 * D * (4 * D - 1)) = 1 := by
      linear_combination (D - 1) * h2 - (D - 1) * hE - 2 * D * (D - 1) * hh
        - (2 * D * (2 * D + 1) * c - 1) * h1
    refine ⟨by linarith, ?_, ?_, ?_⟩
    · linear_combination (2 * D * (4 * D - 1) * (D - 1)) * hh
        + (2 * D + 1) * ((D - 1) * g) * hK + (2 * D + 1) * h1
    · linear_combination (4 * D - 1) * hE + 2 * hK
    · linear_combination (2 * D * (4 * D - 1)) * hc - 4 * R ^ 2 * hK
  · rintro ⟨hg, hh', hE', hr⟩
    have h1 : (D - 1) * g = 1 := by linarith
    have hK : c * (2 * D * (4 * D - 1)) = 1 := by rw [← hr, hc]
    have hE : E = 4 * D * c :=
      mul_right_cancel₀ hD4 (by linear_combination hE' - 2 * hK)
    have hh : h = (2 * D + 1) * c * g := mul_right_cancel₀ hK0 (by
      linear_combination hh' - (2 * D + 1) * ((D - 1) * g) * hK - (2 * D + 1) * h1)
    refine ⟨h1, ?_, ?_, ?_⟩
    · linear_combination 2 * D * hh + hE + g * hK - 4 * D * c * h1
    · linear_combination hh - g * hE
    · linear_combination (-h) * hE

/-- For `D = 2`: `1 + u` is a solution with `R = √3/2`, `E = 1`, and `1 + u + 5u²/28` is a
solution with `R = √7`, `E = 2/7`. -/
theorem two_sphere_solutions :
    Solves 2 (Real.sqrt 3 / 2) 1 (fun u => 1 + u) ∧
      Solves 2 (Real.sqrt 7) (2 / 7) (trial 1 (5 / 28)) := by
  have h3 : Real.sqrt 3 ^ 2 = 3 := Real.sq_sqrt (by norm_num)
  have h7 : Real.sqrt 7 ^ 2 = 7 := Real.sq_sqrt (by norm_num)
  constructor
  · have hs := (linear_solves_iff (D := 2) (R := Real.sqrt 3 / 2) (by norm_num)
      (by positivity) 1 1).mpr ⟨by norm_num, by norm_num, by linear_combination h3⟩
    simpa only [one_mul] using hs
  · exact (quadratic_solves_iff (D := 2) (R := Real.sqrt 7) (by norm_num) (by positivity)
      1 (2 / 7) (by norm_num)).mpr
      ⟨by norm_num, by norm_num, by norm_num, by linear_combination 4 * h7⟩

end

end Spherium
```

```lean
#print axioms Spherium.boundary_conditions
#print axioms Spherium.two_sphere_solutions
```

```
'Spherium.boundary_conditions' depends on axioms: [propext, Classical.choice, Quot.sound]
'Spherium.two_sphere_solutions' depends on axioms: [propext, Classical.choice, Quot.sound]
```

## The operator and its origin

Call the left-hand side $H\psi$. In atomic units the two-electron Hamiltonian is $-\tfrac12(\nabla_1^2+\nabla_2^2)+1/u$, where $u=2R\sin(\theta/2)$ is the chord between electrons separated by the angle $\theta$. On a function of $\theta$ alone each Laplacian acts as $R^{-2}\big(\partial_\theta^2+(D-1)\cot\theta\,\partial_\theta\big)$. The change of variable uses $(du/d\theta)^2=R^2-u^2/4$, $\;d^2u/d\theta^2=-u/4$ and $\cot\theta\,du/d\theta=(R^2-u^2/2)/u$, and gives
$$\nabla_i^2\psi=\Big(1-\frac{u^2}{4R^2}\Big)\psi''+\Big(\frac{D-1}{u}-\frac{(2D-1)u}{4R^2}\Big)\psi'\qquad(i=1,2).$$
The two halves add up to $H\psi=-\nabla_1^2\psi+\psi/u$.

In Lean this reduction is the starting point and not a theorem: `hamiltonian D R ψ u` is defined as the number $H\psi(u)$, with `deriv ψ` and `deriv (deriv ψ)` for $\psi'$ and $\psi''$. The repulsion is postulated as $1/u$ for every $D$, which is the three-dimensional Coulomb law measured along the chord. The dimension `D` is a real parameter, and only its integer values describe a sphere. `Solves D R E ψ` says that $H\psi(u)=E\psi(u)$ at each point of `Ioo 0 (2 * R)`, the open interval between coalescence ($u=0$) and antipodal positions ($u=2R$). It is a pointwise differential equation with no Hilbert space, normalisation or spin in it. Since `deriv` returns $0$ where a function is not differentiable, `Solves` is meaningful only for twice differentiable $\psi$, and every theorem concerns such functions.

The function `trial g h` is $1+gu+hu^2$, scaled so that $\psi(0)=1$. For $D=2$ the radial weight is $u\,du$, and $\int_0^{\sqrt3}u(1+u)^2\,du=\tfrac{15}{4}+2\sqrt3$, so the solution $1+u$ at $2R=\sqrt3$ is normalised in that weight by the factor $(\tfrac{15}{4}+2\sqrt3)^{-1/2}\approx0.372$. That factor, like the reduction above and the local energy further down, is worked out here in the prose only.

## Four coefficient equations

Insert $\psi=1+gu+hu^2$, $\psi'=g+2hu$, $\psi''=2h$, abbreviate $c=1/(4R^2)$, and multiply by $u$ to clear the poles:
$$u(H\psi-E\psi)=2hu(cu^2-1)+\big((2D-1)cu^2-(D-1)\big)(g+2hu)+(1-Eu)(1+gu+hu^2).$$
The terms in $u$ are $-2h-2(D-1)h+g-E$, and those in $u^3$ are $2hc+2(2D-1)hc-Eh$ with $4Dc=D/R^2$. Collecting powers,
$$u(H\psi-E\psi)=\big[1-(D-1)g\big]+\big[g-E-2Dh\big]u+\big[h+((2D-1)c-E)g\big]u^2+\big[(D/R^2-E)h\big]u^3 .$$
As $u\neq0$ on the interval, $\psi$ solves the equation exactly when this cubic vanishes on $(0,2R)$, that is, when all four brackets vanish. This is `trial_solves_iff`, which needs only $R>0$. The derivatives come from `deriv_trial`, and the identity above is `key`, closed by `linear_combination` with the relation `u * u⁻¹ = 1`. From right to left, the four equations make the product vanish and the factor $u$ is cancelled.

From left to right the proof calls `cubic_coeffs_zero`. Let a cubic $f(u)=a_0+a_1u+a_2u^2+a_3u^3$ (Lean's `a`, `b`, `c`, `d`) vanish on $(0,L)$, put $t=L/5$ and $f_k=f(kt)=0$ for $k=1,\dots,4$. The third difference $f_4-3f_3+3f_2-f_1$ equals $6a_3t^3$, the second difference $f_1-2f_2+f_3$ equals $2a_2t^2+12a_3t^3$, and the first difference $f_2-f_1$ equals $a_1t+3a_2t^2+7a_3t^3$. These give `hd`, `hc` and `hb` in turn, then $f_1=0$ gives $a_0=0$, and $t>0$ is divided out.

## The linear and the quadratic solution

For $h=0$ the fourth bracket vanishes identically. The first gives $g=1/(D-1)$, the second $E=g$, and the third, since $g\ne0$, $(2D-1)/(4R^2)=E$. Multiplying by $4R^2(D-1)$ yields $4R^2=(2D-1)(D-1)$. Conversely these values make every bracket zero. In `linear_solves_iff` the step `ht` identifies $1+gu$ with `trial g 0`, `hg` and `hE` are the first two deductions, and `h4` is the third after cancelling $g$. The hypothesis `1 < D` supplies $D-1\neq0$, and it also makes $(2D-1)(D-1)$ positive, so the radius condition has a solution $R>0$. On a ring, $D=1$, the kinetic term $(D-1)\psi'/u$ that cancels the Coulomb pole is absent, and the first bracket would read $1=0$.

For $h\neq0$ the fourth bracket gives $E=4Dc$ (`hE`). The third then gives $h=(2D+1)cg$ (`hh`). Multiplying $2Dh=g-E$ by $D-1$ and using $(D-1)g=1$,
$$2D(2D+1)c=1-4D(D-1)c,\qquad\text{so}\qquad 2D(4D-1)\,c=1,$$
which is `hK`. Hence `quadratic_solves_iff`: for $D>1$, $R>0$, $h\ne0$, the quadratic is a solution if and only if
$$g=\frac1{D-1},\quad h=\frac{2D+1}{2D(4D-1)(D-1)},\quad E=\frac{2}{4D-1},\quad 4R^2=2D(4D-1).$$
`two_sphere_solutions` substitutes $D=2$: $1+u$ at $R=\sqrt3/2$ with $E=1$, and $1+u+\tfrac{5}{28}u^2$ at $R=\sqrt7$ with $E=2/7$.

Both equivalences classify solutions within the given polynomial form. They say nothing about other radii beyond the failure of that form, about higher degrees, or about the position of $E$ in the spectrum. Both solutions are positive on $[0,2R]$, as one expects of a ground state, but no theorem identifies them as such.

## Conditions at $u=0$ and $u=2R$

The slope $g=1/(D-1)$ is not special to polynomials. For any solution $\psi$, the function
$$F(u)=u(cu^2-1)\psi''+\big((2D-1)cu^2-(D-1)\big)\psi'+(1-Eu)\psi$$
equals $u(H\psi-E\psi)$ and so vanishes on $(0,2R)$. If $\psi$ is $C^2$, then $F$ is continuous and vanishes at the end points too. At $u=0$ this reads $(D-1)\psi'(0)=\psi(0)$. At $u=2R$, where $cu^2=1$, the second derivative drops out and the coefficient of $\psi'$ becomes $(2D-1)-(D-1)=D$, so $D\psi'(2R)=(2RE-1)\psi(2R)$.

In `boundary_conditions`, `hF` is the continuity of $F$, `hz` its vanishing on the open interval, and `hz.closure` with `closure_Ioo` extends this to $[0,2R]$; `ha` and `hb` are the two end values. The theorem holds for every real $D$, and at $D=1$ it forces $\psi(0)=0$. Regularity is assumed and not derived: `ContDiff ℝ 2 ψ` asks for a $C^2$ function on the whole real line, which excludes solutions singular at either end.

For $D=3$ the first condition is $\psi'(0)=\tfrac12\psi(0)$, the slope of Kato's electron–electron cusp for a singlet pair, obtained here for a one-variable equation with assumed smoothness and not for spherical averages of a many-electron eigenfunction.

## The local energy in a Monte Carlo code

A variational Monte Carlo program draws configurations with probability proportional to $\psi^2$ and averages the local energy over them. In this two-electron, one-variable model with the trial function $1+gu+hu^2$, the cubic above is the numerator of the deviation of the local energy from $E$. The local energy $E_L(u)=H\psi/\psi$ obeys $E_L-E=u(H\psi-E\psi)/(u\psi)$, so near coalescence $E_L\approx[1-(D-1)g]/u$, and the divergence disappears when the correlation factor has slope $1/(D-1)$. For $D=2$ and $\psi=1+u$,
$$E_L(u)=\frac{1+3u/(4R^2)}{1+u},$$
which is finite for every $R$ and constant only at $4R^2=3$. A code run at $R=\sqrt3/2$ with this trial function should therefore return $E_L=1$ for every sampled configuration, with zero variance up to rounding.
